# An irreducible angular momentum ladder with highest weight \(n/2\) has dimension \(n+1\)

## Definitions and conventions

Units are chosen with \(\hbar = 1\), and \([A,B] = AB - BA\). States are vectors in a complex vector space \(V\), and \(J_+\), \(J_-\), \(J_z\) are linear maps of \(V\) into itself.

```lean
import Mathlib

open Module

namespace LadderQuantization

noncomputable section

variable {V : Type*} [AddCommGroup V] [Module ℂ V]
```

The two brackets after `V` say that vectors can be added and multiplied by complex numbers. No inner product is declared, so adjoints, norms and hermiticity never enter: the argument is purely algebraic.

```lean
/-- The ladder relations `[Jz,J+] = J+`, `[Jz,J-] = -J-`, `[J+,J-] = 2 Jz` (with ħ = 1). -/
structure Ladder (Jp Jm Jz : End ℂ V) : Prop where
  zp : Jz * Jp - Jp * Jz = Jp
  zm : Jz * Jm - Jm * Jz = -Jm
  pm : Jp * Jm - Jm * Jp = (2 : ℂ) • Jz
```

`End ℂ V` is the type of complex-linear maps \(V \to V\). Between such maps `*` is the operator product, and `•` is multiplication by a scalar. `Ladder Jp Jm Jz` is a proposition with three named parts,
\[ [J_z,J_+] = J_+, \qquad [J_z,J_-] = -J_-, \qquad [J_+,J_-] = 2J_z , \]
and if `h` is a proof of it, `h.zm` and `h.pm` are the second and third relations. These are the relations obeyed by \(J_\pm = J_x \pm iJ_y\) when \([J_x,J_y] = iJ_z\) holds with its cyclic permutations.

```lean
/-- The only subspaces mapped into themselves by `J+`, `J-` and `Jz` are zero and
the whole space. -/
def IsIrreducible (Jp Jm Jz : End ℂ V) : Prop :=
  ∀ W : Submodule ℂ V, (∀ x ∈ W, Jp x ∈ W) → (∀ x ∈ W, Jm x ∈ W) → (∀ x ∈ W, Jz x ∈ W) →
    W = ⊥ ∨ W = ⊤
```

A `Submodule ℂ V` is a subspace \(W\), `⊥` is \(\{0\}\) and `⊤` is \(V\). The arrows read as "if … then": if each of the three operators maps \(W\) into \(W\), then \(W = \{0\}\) or \(W = V\). The zero space also meets this condition, and it is excluded later by asking for a nonzero vector \(v\). Physically, a nonzero \(V\) with this property is a single multiplet and not a sum of several.

```lean
/-- The state `J-^k v`, obtained from `v` by lowering `k` times. -/
def lowered (Jm : End ℂ V) (v : V) : ℕ → V
  | 0 => v
  | k + 1 => Jm (lowered Jm v k)
```

This is a recursion over the natural numbers \(k = 0, 1, 2, \dots\):
\[ w_0 = v, \qquad w_{k+1} = J_- w_k , \]
so `lowered Jm v k` is \(w_k = J_-^k v\). The index \(k\) counts lowerings, and the \(w_k\) are not normalised.

## The operators acting on the chain

```lean
variable {Jp Jm Jz : End ℂ V} {v : V} {m : ℂ}

/-- If `Jz v = m v`, then `Jz J-^k v = (m - k) J-^k v`. -/
theorem Jz_lowered (h : Ladder Jp Jm Jz) (hz : Jz v = m • v) (k : ℕ) :
    Jz (lowered Jm v k) = (m - k) • lowered Jm v k := by
  induction k with
  | zero => simpa [lowered] using hz
  | succ k ih =>
    have e : Jz (Jm (lowered Jm v k)) - Jm (Jz (lowered Jm v k)) = -Jm (lowered Jm v k) :=
      LinearMap.congr_fun h.zm (lowered Jm v k)
    rw [ih, map_smul] at e
    show Jz (Jm (lowered Jm v k)) = (m - ((k + 1 : ℕ) : ℂ)) • Jm (lowered Jm v k)
    push_cast
    linear_combination (norm := module) e
```

The hypotheses of a Lean theorem stand in brackets after the name of the theorem, and the claim follows the first colon that lies outside all brackets. Here `hz` says \(J_z v = m v\) for a complex number \(m\), and the claim is \(J_z w_k = (m-k)\,w_k\) for every \(k\), the subtraction taking place in \(\mathbb{C}\). Both sides may be zero.

By hand, \(k = 0\) is the hypothesis. If the claim holds for \(k\), then \(J_z J_- = J_- J_z - J_-\) gives
\[ J_z w_{k+1} = J_- J_z w_k - J_- w_k = (m-k)\,w_{k+1} - w_{k+1} = (m-k-1)\,w_{k+1}. \]
In the code, `e` is the relation `h.zm` applied to \(w_k\), `rw [ih, map_smul] at e` inserts the induction hypothesis and pulls the scalar through \(J_-\), and `linear_combination (norm := module) e` checks that the goal is `e` rearranged.

```lean
/-- If `J+ v = 0` and `Jz v = m v`, then `J+ J-^(k+1) v = (k+1)(2m - k) J-^k v`. -/
theorem Jp_lowered (h : Ladder Jp Jm Jz) (hp : Jp v = 0) (hz : Jz v = m • v) (k : ℕ) :
    Jp (lowered Jm v (k + 1)) = (((k : ℂ) + 1) * (2 * m - k)) • lowered Jm v k := by
  have e : ∀ x, Jp (Jm x) - Jm (Jp x) = (2 : ℂ) • Jz x :=
    fun x => LinearMap.congr_fun h.pm x
  induction k with
  | zero =>
    have e0 := e v
    rw [hp, map_zero, hz] at e0
    show Jp (Jm v) = ((((0 : ℕ) : ℂ) + 1) * (2 * m - ((0 : ℕ) : ℂ))) • v
    push_cast
    linear_combination (norm := module) e0
  | succ k ih =>
    have e1 := e (lowered Jm v (k + 1))
    rw [ih, map_smul, Jz_lowered h hz] at e1
    have hw : Jm (lowered Jm v k) = lowered Jm v (k + 1) := rfl
    rw [hw] at e1
    show Jp (Jm (lowered Jm v (k + 1))) = _
    push_cast at e1 ⊢
    linear_combination (norm := module) e1
```

The new hypothesis `hp` is \(J_+ v = 0\), the condition that makes \(m\) a highest weight. The claim is
\[ J_+ w_{k+1} = (k+1)(2m-k)\,w_k . \]
The tool is \(J_+J_- = J_-J_+ + 2J_z\), which is `e`. For \(k = 0\) it gives \(J_+ w_1 = J_-J_+v + 2J_z v = 2m\,v\), the line `e0`. For the step, apply it to \(w_{k+1}\) and use the induction hypothesis together with `Jz_lowered`:
\[ J_+ w_{k+2} = J_-J_+w_{k+1} + 2J_z w_{k+1} = \big[(k+1)(2m-k) + 2(m-k-1)\big]\,w_{k+1} = (k+2)(2m-k-1)\,w_{k+1}. \]
This is `e1`, and the last equality is the polynomial identity that the closing tactic verifies.

The familiar square roots appear if one adds an inner product with \(J_- = J_+^\dagger\). Take \(v \neq 0\) and \(m = j = n/2\) with \(n\) natural. Then \(\|w_{k+1}\|^2 = \langle w_k, J_+J_-w_k\rangle = (k+1)(n-k)\|w_k\|^2\), so \(\|w_k\|^2 = \frac{k!\,n!}{(n-k)!}\|v\|^2\) for \(k \le n\). With \(\mu = j-k\) and \(|j,\mu\rangle = w_k/\|w_k\|\), the formula for \(k < n\) becomes \(J_+|j,\mu-1\rangle = \sqrt{j(j+1)-\mu(\mu-1)}\,|j,\mu\rangle\), because \((k+1)(2j-k) = (j-\mu+1)(j+\mu)\).

```lean
/-- If `v ≠ 0`, `J+ v = 0` and `Jz v = (n/2) v`, then `J-^k v ≠ 0` for all `k ≤ n`. -/
theorem lowered_ne_zero (h : Ladder Jp Jm Jz) (hv : v ≠ 0) (hp : Jp v = 0) {n : ℕ}
    (hz : Jz v = ((n : ℂ) / 2) • v) (k : ℕ) (hk : k ≤ n) : lowered Jm v k ≠ 0 := by
  induction k with
  | zero => exact hv
  | succ k ih =>
    intro h0
    have e := Jp_lowered h hp hz k
    rw [h0, map_zero] at e
    rcases smul_eq_zero.mp e.symm with hc | hw
    · -- the coefficient (k+1)(n-k) does not vanish for k < n
      rcases mul_eq_zero.mp hc with h1 | h2
      · exact Nat.cast_add_one_ne_zero k h1
      · have h3 : (n : ℂ) = k := by linear_combination h2
        have h4 : n = k := by exact_mod_cast h3
        omega
    · exact ih (by omega) hw
```

Now \(v \ne 0\) and \(m = n/2\), where `(n : ℂ) / 2` is the natural number \(n\) regarded as complex and then halved. The claim is \(w_k \neq 0\) for \(0 \le k \le n\). The case \(k = 0\) is `hv`. Suppose \(w_k \ne 0\), \(k+1 \le n\) and \(w_{k+1} = 0\). Applying \(J_+\) gives \(0 = (k+1)(n-k)\,w_k\). The `rcases` lines split this into three alternatives: \(k+1 = 0\) is impossible for a natural number, \(n = k\) contradicts \(k + 1 \le n\) (`omega` does arithmetic on naturals), and \(w_k = 0\) contradicts the induction hypothesis.

```lean
/-- If `Jz v = m v` and the states `J-^k v` with `k < N` are nonzero, they are
linearly independent. -/
theorem lowered_linearIndependent (h : Ladder Jp Jm Jz) (hz : Jz v = m • v) (N : ℕ)
    (hN : ∀ k < N, lowered Jm v k ≠ 0) :
    LinearIndependent ℂ (fun i : Fin N => lowered Jm v i) := by
  -- eigenvectors of Jz with distinct eigenvalues m - k
  refine Module.End.eigenvectors_linearIndependent' Jz (fun i : Fin N => m - ((i : ℕ) : ℂ))
    ?_ _ ?_
  · intro i j hij
    have h0 : m - ((i : ℕ) : ℂ) = m - ((j : ℕ) : ℂ) := hij
    have h1 : ((i : ℕ) : ℂ) = ((j : ℕ) : ℂ) := by linear_combination -h0
    exact Fin.ext (by exact_mod_cast h1)
  · intro i
    exact ⟨Module.End.mem_eigenspace_iff.mpr (Jz_lowered h hz i), hN i i.2⟩
```

`Fin N` is the index set \(\{0,\dots,N-1\}\), so the claim is that \(w_0,\dots,w_{N-1}\) are linearly independent whenever they are all nonzero. By hand, let \(\sum_{k<N} c_k w_k = 0\) with complex coefficients \(c_k\), fix an index \(i\), and apply \(\prod_{l \ne i}\big(J_z - (m-l)\big)\) with \(l\) running over the other indices. Each term with \(k \neq i\) is annihilated by the factor \(l = k\), and what remains is \(c_i \prod_{l\ne i}(l-i)\,w_i = 0\), so \(c_i = 0\). The code calls Mathlib's general form of this, `Module.End.eigenvectors_linearIndependent'`, and supplies its two conditions: the eigenvalues \(m - i\) are distinct for distinct \(i\), and each \(w_i\) is a nonzero eigenvector.

## Quantization of the highest weight

```lean
/-- In finite dimension, if `v ≠ 0`, `J+ v = 0` and `Jz v = m v` with complex `m`, then
`m = n/2` for a natural number `n`, and `J-^(n+1) v = 0`. -/
theorem highest_weight_quantized [FiniteDimensional ℂ V] (h : Ladder Jp Jm Jz) (hv : v ≠ 0)
    (hp : Jp v = 0) (hz : Jz v = m • v) :
    ∃ n : ℕ, m = (n : ℂ) / 2 ∧ lowered Jm v (n + 1) = 0 := by
  classical
  -- the chain must terminate
  have hex : ∃ k, lowered Jm v k = 0 := by
    by_contra hne
    have hli := lowered_linearIndependent h hz (finrank ℂ V + 1)
      (fun k _ hk => hne ⟨k, hk⟩)
    have := hli.fintype_card_le_finrank
    rw [Fintype.card_fin] at this
    omega
  have hs := Nat.find_spec hex
  have h0 : Nat.find hex ≠ 0 := fun h0 => hv (by rw [h0] at hs; exact hs)
  obtain ⟨n, hn⟩ := Nat.exists_eq_succ_of_ne_zero h0
  have hlast : lowered Jm v n ≠ 0 := Nat.find_min hex (by omega)
  have hs' : lowered Jm v (n + 1) = 0 := by rw [hn] at hs; exact hs
  refine ⟨n, ?_, hs'⟩
  -- at the last nonzero state the raising coefficient vanishes
  have e := Jp_lowered h hp hz n
  rw [hs', map_zero] at e
  have hc := (smul_eq_zero.mp e.symm).resolve_right hlast
  have h2 := (mul_eq_zero.mp hc).resolve_left (Nat.cast_add_one_ne_zero n)
  linear_combination h2 / 2
```

`[FiniteDimensional ℂ V]` is the first use of finite dimension, and `finrank ℂ V` is the dimension \(d\). The statement reads: if \(v \neq 0\), \(J_+v = 0\) and \(J_z v = mv\) with \(m\) any complex number, then some natural \(n\) has \(m = n/2\) and \(w_{n+1} = 0\). Irreducibility is not assumed, and the reality of \(m\) is a conclusion.

If no \(w_k\) vanished, \(w_0,\dots,w_d\) would be \(d+1\) independent vectors in a space of dimension \(d\). So some \(w_k\) vanishes, which is `hex`. `Nat.find hex` is the smallest such index. It is not \(0\), since \(w_0 = v\), so it has the form \(n+1\), with \(w_n \ne 0\) (`hlast`) and \(w_{n+1} = 0\) (`hs'`). Applying \(J_+\) to \(w_{n+1}\),
\[ 0 = (n+1)(2m-n)\,w_n . \]
The two `resolve` steps strip off \(w_n \neq 0\) and \(n+1 \ne 0\), leaving \(2m - n = 0\).

## The dimension

```lean
/-- In a finite-dimensional irreducible space with `v ≠ 0`, `J+ v = 0` and `Jz v = (n/2) v`,
the states `J-^k v` with `k ≤ n` span the whole space. -/
theorem lowered_span_top [FiniteDimensional ℂ V] (h : Ladder Jp Jm Jz)
    (hirr : IsIrreducible Jp Jm Jz) (hv : v ≠ 0) (hp : Jp v = 0) {n : ℕ}
    (hz : Jz v = ((n : ℂ) / 2) • v) :
    Submodule.span ℂ (Set.range fun i : Fin (n + 1) => lowered Jm v i) = ⊤ := by
  obtain ⟨n', hn', hend⟩ := highest_weight_quantized h hv hp hz
  have h3 : (n : ℂ) = n' := by linear_combination 2 * hn'
  have h4 : n = n' := by exact_mod_cast h3
  subst h4
  set W := Submodule.span ℂ (Set.range fun i : Fin (n + 1) => lowered Jm v i) with hW
  have mem : ∀ k, k ≤ n → lowered Jm v k ∈ W :=
    fun k hk => Submodule.subset_span ⟨⟨k, by omega⟩, rfl⟩
  -- invariance may be checked on the spanning states
  have inv : ∀ A : End ℂ V, (∀ k, k ≤ n → A (lowered Jm v k) ∈ W) → ∀ x ∈ W, A x ∈ W := by
    intro A hA x hx
    have : W ≤ W.comap A := by
      refine Submodule.span_le.mpr ?_
      rintro _ ⟨i, rfl⟩
      exact hA i (Nat.lt_succ_iff.mp i.2)
    exact this hx
  refine (hirr W (inv _ ?_) (inv _ ?_) (inv _ ?_)).resolve_left ?_
  · intro k hk
    cases k with
    | zero =>
      show Jp v ∈ W
      rw [hp]
      exact W.zero_mem
    | succ k =>
      rw [Jp_lowered h hp hz]
      exact W.smul_mem _ (mem k (by omega))
  · intro k hk
    show lowered Jm v (k + 1) ∈ W
    rcases hk.lt_or_eq with hlt | heq
    · exact mem _ hlt
    · rw [heq, hend]
      exact W.zero_mem
  · intro k hk
    rw [Jz_lowered h hz]
    exact W.smul_mem _ (mem k hk)
  · intro hb
    have := mem 0 (Nat.zero_le n)
    rw [hb, Submodule.mem_bot] at this
    exact hv this
```

`Set.range fun i : Fin (n + 1) => lowered Jm v i` is the set \(\{w_0,\dots,w_n\}\), and the claim is that its span \(W\) is all of \(V\). The previous theorem supplies a natural \(n'\) with \(n/2 = n'/2\) and \(w_{n'+1} = 0\), so \(n' = n\) and `hend` becomes \(w_{n+1} = 0\). A linear operator maps \(W\) into \(W\) as soon as it does so for the spanning vectors, which is the auxiliary statement `inv`. The four bullets are then:

- \(J_+w_0 = 0\), and \(J_+w_{k+1} = (k+1)(n-k)\,w_k \in W\) for \(k+1 \le n\).
- \(J_-w_k = w_{k+1} \in W\) for \(k < n\), and \(J_-w_n = w_{n+1} = 0\).
- \(J_zw_k = (n/2-k)\,w_k \in W\).
- \(W \ne \{0\}\), because \(v = w_0 \in W\).

The first three make \(W\) invariant, `hirr` gives \(W = \{0\}\) or \(W = V\), and the fourth removes the first option.

```lean
/-- A finite-dimensional irreducible space with ladder relations that holds a nonzero `v`
with `J+ v = 0` and `Jz v = (n/2) v` has dimension `n + 1`. -/
theorem finrank_eq_succ [FiniteDimensional ℂ V] (h : Ladder Jp Jm Jz)
    (hirr : IsIrreducible Jp Jm Jz) (hv : v ≠ 0) (hp : Jp v = 0) {n : ℕ}
    (hz : Jz v = ((n : ℂ) / 2) • v) : finrank ℂ V = n + 1 := by
  have hli := lowered_linearIndependent h hz (n + 1)
    (fun k hk => lowered_ne_zero h hv hp hz k (by omega))
  have hd := finrank_span_eq_card hli
  rw [lowered_span_top h hirr hv hp hz, finrank_top, Fintype.card_fin] at hd
  exact hd
```

This is the main result. Let \(V\) be finite-dimensional, let the ladder relations hold (`h`), let \(V\) be irreducible (`hirr`), and let \(v \neq 0\) satisfy \(J_+v = 0\) and \(J_zv = (n/2)\,v\). Then \(\dim V = n+1\). The vectors \(w_0,\dots,w_n\) are nonzero by `lowered_ne_zero`, hence independent (`hli`), so their span has dimension \(n+1\) (`hd`), and that span is \(V\). For \(n = 0\) the chain is \(v\) alone and \(\dim V = 1\).

With \(j = n/2\) the dimension is \(2j+1\), and the basis vectors have \(J_z\) eigenvalues \(j, j-1, \dots, -j\). This is the count behind the \(2j+1\) magnetic sublevels of a level and the spin multiplicity \(2S+1\) of an electronic term with total spin \(S\), for one finite-dimensional irreducible multiplet whose top state is given.

The existence of \(v\) is a hypothesis here, whereas the usual textbook argument first produces such a state by raising an eigenvector of \(J_z\) until it is annihilated. The theorems fix the allowed highest weights and the dimension. They do not construct a multiplet for each \(n\), state its uniqueness, decompose a reducible space, or mention \(J^2\). The ladder relations also allow half-integer \(j\), so the fact that orbital angular momentum takes only integer values does not follow from them alone.

## Spin one half as an instance

```lean
/-- Spin-1/2 raising operator on `ℂ × ℂ`: `(a, b) ↦ (b, 0)`. -/
def sp : End ℂ (ℂ × ℂ) := LinearMap.inl ℂ ℂ ℂ ∘ₗ LinearMap.snd ℂ ℂ ℂ
```

A vector is a pair \((a,b)\) of amplitudes for spin up and spin down. `LinearMap.snd` takes out \(b\), `LinearMap.inl` places it in the first slot, and `∘ₗ` composes the two: \(S_+(a,b) = (b,0)\).

```lean
/-- Spin-1/2 lowering operator on `ℂ × ℂ`: `(a, b) ↦ (0, a)`. -/
def sm : End ℂ (ℂ × ℂ) := LinearMap.inr ℂ ℂ ℂ ∘ₗ LinearMap.fst ℂ ℂ ℂ
```

In the same way \(S_-(a,b) = (0,a)\).

```lean
/-- Spin-1/2 operator `Sz` on `ℂ × ℂ`: `(a, b) ↦ (a/2, -b/2)`. -/
def sz : End ℂ (ℂ × ℂ) :=
  LinearMap.prod ((1 / 2 : ℂ) • LinearMap.fst ℂ ℂ ℂ) ((-1 / 2 : ℂ) • LinearMap.snd ℂ ℂ ℂ)
```

`LinearMap.prod` assembles the two output components, \(S_z(a,b) = (a/2,-b/2)\). As matrices,
\[ S_+ = \begin{pmatrix}0&1\\0&0\end{pmatrix}, \qquad S_- = \begin{pmatrix}0&0\\1&0\end{pmatrix}, \qquad S_z = \frac12\begin{pmatrix}1&0\\0&-1\end{pmatrix}. \]

```lean
/-- The spin-1/2 operators obey the ladder relations and act irreducibly, and the nonzero
vector `(1, 0)` is annihilated by `S+` and has `Sz` eigenvalue `1/2`. -/
theorem spinHalf_witness :
    Ladder sp sm sz ∧ IsIrreducible sp sm sz ∧ ((1, 0) : ℂ × ℂ) ≠ 0 ∧ sp (1, 0) = 0 ∧
      sz (1, 0) = (((1 : ℕ) : ℂ) / 2) • ((1, 0) : ℂ × ℂ) := by
  refine ⟨⟨?_, ?_, ?_⟩, ?_, by simp, by simp [sp], by simp [sz]⟩
  · refine LinearMap.ext fun x => Prod.ext ?_ ?_ <;> simp [sp, sz]
    ring
  · refine LinearMap.ext fun x => Prod.ext ?_ ?_ <;> simp [sm, sz]
    ring
  · refine LinearMap.ext fun x => Prod.ext ?_ ?_ <;> simp [sp, sm, sz]
    ring
  · intro W hp hm _
    rcases eq_or_ne W ⊥ with hb | hb
    · exact Or.inl hb
    right
    obtain ⟨⟨a, b⟩, hx, hx0⟩ := (Submodule.ne_bot_iff W).mp hb
    -- a nonzero multiple of (1, 0) lies in W
    have h1 : ∃ c : ℂ, c ≠ 0 ∧ (c, (0 : ℂ)) ∈ W := by
      by_cases hb0 : b = 0
      · subst hb0
        exact ⟨a, fun ha => hx0 (by rw [ha]; rfl), hx⟩
      · exact ⟨b, hb0, hp _ hx⟩
    obtain ⟨c, hc, hcW⟩ := h1
    have hcW' : ((0 : ℂ), c) ∈ W := hm _ hcW
    refine Submodule.eq_top_iff'.mpr fun y => ?_
    have hy : y = (y.1 / c) • (c, (0 : ℂ)) + (y.2 / c) • ((0 : ℂ), c) := by
      refine Prod.ext ?_ ?_ <;> simp [hc]
    rw [hy]
    exact W.add_mem (W.smul_mem _ hcW) (W.smul_mem _ hcW')

end

end LadderQuantization
```

The five parts joined by `∧` are the named hypotheses of `finrank_eq_succ` for \(V = \mathbb{C}^2\), \(v = (1,0)\) and \(n = 1\), where \(n+1 = 2\) is indeed the dimension. The first three bullets compute the commutators component by component:
\[ [S_z,S_+](a,b) = (b/2,0) - (-b/2,0) = (b,0), \]
\[ [S_z,S_-](a,b) = (0,-a/2) - (0,a/2) = -(0,a), \]
\[ [S_+,S_-](a,b) = (a,0) - (0,b) = 2\,(a/2,-b/2). \]
For irreducibility, take an invariant \(W \neq \{0\}\) and a nonzero \((a,b) \in W\). If \(b = 0\), then \((a,0) \in W\) with \(a \ne 0\), and otherwise \(S_+(a,b) = (b,0) \in W\). Either way \((c,0) \in W\) for some \(c \neq 0\), which is `h1`. Lowering gives \((0,c) \in W\), and every \(y = (y_1,y_2)\) equals \((y_1/c)(c,0) + (y_2/c)(0,c)\), so \(W = \mathbb{C}^2\). Invariance under \(S_z\) is never used.

```lean
#print axioms LadderQuantization.highest_weight_quantized
#print axioms LadderQuantization.finrank_eq_succ
```

```
'LadderQuantization.highest_weight_quantized' depends on axioms: [propext, Classical.choice, Quot.sound]
'LadderQuantization.finrank_eq_succ' depends on axioms: [propext, Classical.choice, Quot.sound]
```

## Dropping a hypothesis

The examples below, like the normalised matrix elements given earlier, are worked on paper and have not been through Lean.

Without irreducibility, take \(V = \mathbb{C}^2\) with \(J_+ = J_- = J_z = 0\), two copies of spin zero. The ladder relations read \(0 = 0\), and \(v = (1,0)\) has \(J_+v = 0\) and \(J_zv = 0\), so \(n = 0\). The dimension is \(2\) and not \(1\), and the line through \(v\) is an invariant subspace.

Without \(v \ne 0\), the zero vector of the spin one half space satisfies both equations for every \(n\), while the dimension stays \(2\).

Without \(J_+v = 0\), take spin one and its middle state. There \(J_zv = 0\), so \(n = 0\), and the dimension is \(3\).

Without finite dimension, the quantization of \(m\) fails. Take a space with basis \(e_0, e_1, e_2, \dots\) and any complex \(m\), and define \(J_-e_k = e_{k+1}\), \(J_ze_k = (m-k)\,e_k\), \(J_+e_0 = 0\), \(J_+e_{k+1} = (k+1)(2m-k)\,e_k\). The first two relations hold because \(J_\pm\) shift the \(J_z\) eigenvalue by \(\pm1\), and the third because \((k+1)(2m-k) - k(2m-k+1) = 2(m-k)\). The vector \(e_0\) has highest weight \(m\), which can be \(1/4\), and the chain never ends.
